# In Frobenius norm, the density matrix I/2 lies at exactly twice its idempotency error from every orthogonal projection

In a finite, nonempty orthonormal basis of spin orbitals, the matrix D = I/2 can be read as a one-particle density matrix with occupation 1/2 in every orbital. The declaration `half_filling_sharp` states that its idempotency error ‖D² − D‖ is positive in the Frobenius norm, and that every Hermitian P with P² = P, real or complex and of any rank, satisfies ‖D − P‖ = 2‖D² − D‖. The attempt shows that D² − D and D − P are Hermitian with squares I/16 and I/4, so that traces give their squared norms as n/16 and n/4, where n is the number of orbitals. It then seeks to prove the equality of the distances by comparing their squares.

An attempt in Lean 4 with a fault in it:

```lean
import Mathlib

open Matrix

namespace ApproximateIdempotency

noncomputable section

variable {n : Type*} [Fintype n] [DecidableEq n] {𝕜 : Type*} [RCLike 𝕜]

/-- The Frobenius norm of a matrix: the root of the sum of all squared moduli of its entries. -/
def frobNorm (A : Matrix n n 𝕜) : ℝ := √(∑ i, ∑ j, ‖A i j‖ ^ 2)

omit [DecidableEq n] in
/-- The squared Frobenius norm of `A` is the trace of `Aᴴ A`. -/
theorem frobNorm_sq_eq_trace (A : Matrix n n 𝕜) :
    ((frobNorm A ^ 2 : ℝ) : 𝕜) = (Aᴴ * A).trace := by
  unfold frobNorm
  rw [Real.sq_sqrt (by positivity), Finset.sum_comm]
  simp only [Matrix.trace, Matrix.diag_apply, Matrix.mul_apply, conjTranspose_apply]
  push_cast
  exact Finset.sum_congr rfl fun i _ => Finset.sum_congr rfl fun j _ =>
    (RCLike.conj_mul (A j i)).symm

/-- For half filling of every orbital in a nonempty basis, the Frobenius norm of `D² - D` is
positive, and every Hermitian idempotent lies at exactly twice that distance from `D`. -/
theorem half_filling_sharp [Nonempty n] :
    let D : Matrix n n 𝕜 := (1 / 2 : ℝ) • 1
    0 < frobNorm (D * D - D) ∧ ∀ P : Matrix n n 𝕜, P.IsHermitian → P * P = P →
      frobNorm (D - P) = 2 * frobNorm (D * D - D) := by
  intro D
  -- a Hermitian matrix whose square is a multiple of the identity has a known norm
  have key : ∀ (X : Matrix n n 𝕜) (c : ℝ), X.IsHermitian → X * X = c • (1 : Matrix n n 𝕜) →
      frobNorm X ^ 2 = c * (Fintype.card n : ℝ) := by
    intro X c hX h
    apply (RCLike.ofReal_inj (K := 𝕜)).mp
    rw [frobNorm_sq_eq_trace, hX.eq, h, Matrix.trace_smul, Matrix.trace_one,
      RCLike.real_smul_eq_coe_mul]
    simp
  have hH : ∀ c : ℝ, (c • (1 : Matrix n n 𝕜)).IsHermitian := by
    intro c
    simp [Matrix.IsHermitian, conjTranspose_smul]
  have hRe : D * D - D = (-(1 / 4) : ℝ) • (1 : Matrix n n 𝕜) := by
    simp only [D, smul_mul_assoc, mul_smul_comm, one_mul]
    module
  have hR : frobNorm (D * D - D) ^ 2 = 1 / 16 * (Fintype.card n : ℝ) := by
    rw [hRe]
    refine key _ _ (hH _) ?_
    simp only [smul_mul_assoc, mul_smul_comm, one_mul]
    module
  have hcard : (0 : ℝ) < Fintype.card n := by exact_mod_cast Fintype.card_pos
  have hnn : 0 ≤ frobNorm (D * D - D) := Real.sqrt_nonneg _
  refine ⟨?_, fun P hP hPP => ?_⟩
  · by_contra h
    have h0 : frobNorm (D * D - D) = 0 := le_antisymm (not_lt.mp h) hnn
    rw [h0] at hR
    have : (0 : ℝ) ^ 2 = 0 := by norm_num
    linarith
  · have hX : frobNorm (D - P) ^ 2 = 1 / 4 * (Fintype.card n : ℝ) := by
      refine key _ _ ((hH _).sub hP) ?_
      simp only [D, sub_mul, mul_sub, smul_mul_assoc, mul_smul_comm, one_mul, mul_one, hPP]
      module
    refine (sq_eq_sq₀ (Real.sqrt_nonneg _) (mul_nonneg zero_le_two hnn)).mp ?_
    rw [mul_pow, hX, hR]
    ring

end

end ApproximateIdempotency
```

Lean reports:

```
Main.lean:64:17: error: Tactic `rewrite` failed: Did not find an occurrence of the pattern
  frobNorm (D - P) ^ 2
in the target expression
  √(∑ i, ∑ j, ‖(D - P) i j‖ ^ 2) ^ 2 = 2 ^ 2 * frobNorm (D * D - D) ^ 2

case refine_2
n : Type u_1
inst✝³ : Fintype n
inst✝² : DecidableEq n
𝕜 : Type u_2
inst✝¹ : RCLike 𝕜
inst✝ : Nonempty n
D : Matrix n n 𝕜 := (1 / 2) • 1
key : ∀ (X : Matrix n n 𝕜) (c : ℝ), X.IsHermitian → X * X = c • 1 → frobNorm X ^ 2 = c * ↑(Fintype.card n)
hH : ∀ (c : ℝ), (c • 1).IsHermitian
hRe : D * D - D = -(1 / 4) • 1
hR : frobNorm (D * D - D) ^ 2 = 1 / 16 * ↑(Fintype.card n)
hcard : 0 < ↑(Fintype.card n)
hnn : 0 ≤ frobNorm (D * D - D)
P : Matrix n n 𝕜
hP : P.IsHermitian
hPP : P * P = P
hX : frobNorm (D - P) ^ 2 = 1 / 4 * ↑(Fintype.card n)
⊢ √(∑ i, ∑ j, ‖(D - P) i j‖ ^ 2) ^ 2 = 2 ^ 2 * frobNorm (D * D - D) ^ 2

Note: The target expression is not type-correct under the `implicit` transparency level, which may have triggered the failure. This is usually caused by unfolding of semireducible definitions in prior tactic steps. Use `set_option linter.tacticCheckInstances true` to investigate the source of the issue.
Full error:
  function expected
    (D - P) i
```

Diagnosis. The error says that `rw` cannot find `frobNorm (D - P) ^ 2`, the left side of `hX`, in the goal. The goal has the square of an explicit square root instead. The two are equal by definition, but `rw` does not unfold `frobNorm` to match them.

The square root came in through the preceding `refine`. There `Real.sqrt_nonneg _` proves that something of the form `√_` is nonnegative, so `sq_eq_sq₀` took its left-hand quantity in that form. Lean unfolded `frobNorm (D - P)` to fit it, and the new goal kept the unfolded expression. The note about `(D - P) i` concerns the same expression: it applies a matrix as a function, which type-checks only if `Matrix` is unfolded too.

The repair first states the nonnegativity as `hXnn : 0 ≤ frobNorm (D - P)`, still proved by `Real.sqrt_nonneg _`. Passing `hXnn` to `sq_eq_sq₀` keeps `frobNorm (D - P)` in the new goal, where `hX` can rewrite its square.

Lean accepts the file once it reads:

```diff
@@ -61,5 +61,6 @@
       simp only [D, sub_mul, mul_sub, smul_mul_assoc, mul_smul_comm, one_mul, mul_one, hPP]
       module
-    refine (sq_eq_sq₀ (Real.sqrt_nonneg _) (mul_nonneg zero_le_two hnn)).mp ?_
+    have hXnn : 0 ≤ frobNorm (D - P) := Real.sqrt_nonneg _
+    refine (sq_eq_sq₀ hXnn (mul_nonneg zero_le_two hnn)).mp ?_
     rw [mul_pow, hX, hR]
     ring
```
